# The linearized Bloch amplitude of a curved nanotube has minimum modulus (3/4)|η sin 3α|

Take a graphene tube that would be metallic without curvature, and let curvature change the hopping t ≠ 0 to t + η cos² β on a bond at angle β from the circumference. The amplitude g(y) between the two sublattices, linearized in η and the wavenumber y, satisfies

min over real y of |g(y)| = (3/4)|η sin 3α|.

Here y is the wavenumber along the tube axis, measured from the point where the bands of the flat sheet touch, and α is the angle β of one of the three bonds. The minimum is zero for an armchair tube, α = 0.

The physical question is whether rolling up a graphene sheet opens a gap in a tube that would otherwise be metallic. In a non-interacting nearest-neighbour model with equal site energies and orthogonal orbitals, the bands lie at ± the modulus of the amplitude from the common site energy, so to this order the gap is twice the minimum.

```lean
import Mathlib

open scoped Real

namespace NanotubeCurvatureGap

noncomputable section
```

## Bonds, phases and hopping

The three bonds from an atom are 120 degrees apart:

α_j = α + 2πj/3, j = 0, 1, 2.

In Lean the index j has type `Fin 3`. The angle α is not the usual chiral angle θ, which is measured from the zigzag direction; the two are related by |sin 3α| = |cos 3θ|.

```lean
/-- The angle of bond `j` from the circumference: three bonds, 120 degrees apart. -/
def bondAngle (α : ℝ) (j : Fin 3) : ℝ := α + 2 * π * ((j : ℕ) : ℝ) / 3
```

The bands of flat graphene touch at two valley points. At the one used here, successive bonds carry, up to a common factor, the phases 1, w, w² with w = exp(2πi/3). At the other the phases are the complex conjugates, which leads to the same minimum.

```lean
/-- The phase `w = exp(2πi/3)` between neighbouring bonds at the valley point. -/
def valleyPhase : ℂ := Complex.exp (2 * π * Complex.I / 3)
```

Curvature tilts neighbouring π orbitals against each other, most strongly along circumferential bonds. This is modelled by the postulated hopping t + η cos² α_j, so η is the change on a circumferential bond. For a bond length d and a much larger tube radius R, the tilt angle is d cos α_j/R; if the hopping is multiplied by the cosine of this angle, then η ≈ −t d²/(2R²). The σ-type overlap between the tilted orbitals is left out. Periodicity around the tube allows the axial line through the valley point exactly when the tube would be metallic without curvature. On this line, with y measured from the valley point in inverse bond lengths, the amplitude is

f(y) = Σ_j w^j (t + η cos² α_j) exp(i y sin α_j).

```lean
/-- The Bloch amplitude at axial wavenumber `y` from the valley point, in inverse bond
lengths, with hopping `t + η cos² α_j` along bond `j`. -/
def blochAmplitude (t η α y : ℝ) : ℂ :=
  ∑ j : Fin 3, valleyPhase ^ (j : ℕ) *
    (((t : ℂ) + (η : ℂ) * (Real.cos (bondAngle α j) : ℂ) ^ 2) *
      Complex.exp (Complex.I * (y : ℂ) * (Real.sin (bondAngle α j) : ℂ)))
```

Keeping first-order terms in η and y gives

g(y) = Σ_j w^j (η cos² α_j + i t y sin α_j).

```lean
/-- The linearized amplitude `g(y) = ∑ w^j (η cos² α_j + i t y sin α_j)` on the axial line. -/
def linAmplitude (t η α y : ℝ) : ℂ :=
  ∑ j : Fin 3, valleyPhase ^ (j : ℕ) *
    ((η : ℂ) * (Real.cos (bondAngle α j) : ℂ) ^ 2 +
      Complex.I * (t : ℂ) * (y : ℂ) * (Real.sin (bondAngle α j) : ℂ))
```

To justify this, replace η and y by sη and sy. The product rule at s = 0 gives η cos² α_j + i t y sin α_j for each bond. The constant term is t(1 + w + w²) = 0, so the amplitude equals s g(y) to first order in s. Lean proves the derivative by factoring s out of the hopping change and the exponent, then applying the product rule under the sum.

```lean
/-- When the hopping change and the wavenumber are scaled together by `s`, the derivative of
the Bloch amplitude at `s = 0` is the linearized amplitude. -/
theorem hasDerivAt_blochAmplitude (t η α y : ℝ) :
    HasDerivAt (fun s : ℝ => blochAmplitude t (s * η) α (s * y))
      (linAmplitude t η α y) 0 := by
  have hs : HasDerivAt (fun s : ℝ => (s : ℂ)) 1 0 := by
    simpa using (hasDerivAt_id (0 : ℝ)).ofReal_comp
  have e : (fun s : ℝ => blochAmplitude t (s * η) α (s * y)) = fun s : ℝ =>
      ∑ j : Fin 3, valleyPhase ^ (j : ℕ) *
        (((t : ℂ) + (s : ℂ) * ((η : ℂ) * (Real.cos (bondAngle α j) : ℂ) ^ 2)) *
          Complex.exp ((s : ℂ) *
            (Complex.I * (y : ℂ) * (Real.sin (bondAngle α j) : ℂ)))) := by
    funext s
    unfold blochAmplitude
    refine Finset.sum_congr rfl fun j _ => ?_
    simp only [Complex.ofReal_mul]
    rw [show Complex.I * ((s : ℂ) * (y : ℂ)) * (Real.sin (bondAngle α j) : ℂ) =
      (s : ℂ) * (Complex.I * (y : ℂ) * (Real.sin (bondAngle α j) : ℂ)) by ring]
    ring
  rw [e]
  unfold linAmplitude
  -- product rule, bond by bond
  refine HasDerivAt.fun_sum fun j _ => ?_
  have h1 := (hs.mul_const ((η : ℂ) * (Real.cos (bondAngle α j) : ℂ) ^ 2)).const_add (t : ℂ)
  have h2 := (hs.mul_const
    (Complex.I * (y : ℂ) * (Real.sin (bondAngle α j) : ℂ))).cexp
  refine ((h1.fun_mul h2).const_mul (valleyPhase ^ (j : ℕ))).congr_deriv ?_
  simp only [Complex.ofReal_zero, zero_mul, Complex.exp_zero]
  ring
```

## The threefold sums

Write the cosine and sine as exponentials, using exp(iα_j) = w^j exp(iα). Sums over j of w^j or w^(2j) vanish, while a constant phase contributes 3. Hence

Σ_j w^j cos² α_j = (1/4) · 3 exp(2iα) = (3/4) exp(2iα),

Σ_j w^j sin α_j = −3 exp(−iα)/(2i) = (3/2) i exp(−iα).

Lean reaches the same sums in Cartesian form. It evaluates the sines and cosines of 120 and 240 degrees, expands with the addition formulas, and combines w + w² = −1 with w − w² = i√3.

```lean
/-- The threefold bond sums: `∑ w^j cos² α_j = (3/4) exp(2iα)` and
`∑ w^j sin α_j = (3/2) i exp(-iα)`. -/
theorem bond_sums (α : ℝ) :
    (∑ j : Fin 3, valleyPhase ^ (j : ℕ) * (Real.cos (bondAngle α j) : ℂ) ^ 2 =
      3 / 4 * Complex.exp ((α : ℂ) * Complex.I) ^ 2) ∧
    (∑ j : Fin 3, valleyPhase ^ (j : ℕ) * (Real.sin (bondAngle α j) : ℂ) =
      3 / 2 * Complex.I * Complex.exp (((-α : ℝ) : ℂ) * Complex.I)) := by
  have c1 : Real.cos (2 * π / 3) = -1 / 2 := by
    rw [show 2 * π / 3 = π - π / 3 by ring, Real.cos_pi_sub, Real.cos_pi_div_three]
    norm_num
  have s1 : Real.sin (2 * π / 3) = √3 / 2 := by
    rw [show 2 * π / 3 = π - π / 3 by ring, Real.sin_pi_sub, Real.sin_pi_div_three]
  have c2 : Real.cos (4 * π / 3) = -1 / 2 := by
    rw [show 4 * π / 3 = π / 3 + π by ring, Real.cos_add_pi, Real.cos_pi_div_three]
    norm_num
  have s2 : Real.sin (4 * π / 3) = -(√3 / 2) := by
    rw [show 4 * π / 3 = π / 3 + π by ring, Real.sin_add_pi, Real.sin_pi_div_three]
  have b0 : bondAngle α 0 = α := by simp [bondAngle]
  have b1 : bondAngle α 1 = α + 2 * π / 3 := by simp [bondAngle]
  have b2 : bondAngle α 2 = α + 4 * π / 3 := by
    have h : (((2 : Fin 3) : ℕ) : ℝ) = 2 := by norm_num
    unfold bondAngle
    rw [h]
    ring
  have hr : ((√3 : ℝ) : ℂ) ^ 2 = 3 := by
    rw [← Complex.ofReal_pow, Real.sq_sqrt (by norm_num)]
    norm_num
  have hI := Complex.I_sq
  have hw : valleyPhase = -1 / 2 + ((√3 : ℝ) : ℂ) / 2 * Complex.I := by
    unfold valleyPhase
    rw [show (2 * π * Complex.I / 3 : ℂ) = ((2 * π / 3 : ℝ) : ℂ) * Complex.I by
      push_cast; ring, Complex.exp_mul_I, ← Complex.ofReal_cos, ← Complex.ofReal_sin, c1, s1]
    push_cast
    ring
  -- the two combinations of phases that enter the sums
  have h1 : valleyPhase + valleyPhase ^ 2 = -1 := by
    rw [hw]
    linear_combination (Complex.I ^ 2 / 4) * hr + (3 / 4) * hI
  have h2 : valleyPhase - valleyPhase ^ 2 = ((√3 : ℝ) : ℂ) * Complex.I := by
    rw [hw]
    linear_combination (-(Complex.I ^ 2 / 4)) * hr - (3 / 4) * hI
  have v0 : ((0 : Fin 3) : ℕ) = 0 := rfl
  have v1 : ((1 : Fin 3) : ℕ) = 1 := rfl
  have v2 : ((2 : Fin 3) : ℕ) = 2 := rfl
  constructor
  · rw [Fin.sum_univ_three, b0, b1, b2, v0, v1, v2, Real.cos_add, Real.cos_add,
      c1, s1, c2, s2, Complex.exp_mul_I, ← Complex.ofReal_cos, ← Complex.ofReal_sin]
    generalize Real.cos α = c
    generalize Real.sin α = s
    push_cast
    linear_combination ((c : ℂ) ^ 2 / 4 + ((√3 : ℝ) : ℂ) ^ 2 * (s : ℂ) ^ 2 / 4) * h1 +
      (((√3 : ℝ) : ℂ) * c * s / 2) * h2 +
      (-(s : ℂ) ^ 2 / 4 + c * s * Complex.I / 2) * hr - (3 / 4 * (s : ℂ) ^ 2) * hI
  · rw [Fin.sum_univ_three, b0, b1, b2, v0, v1, v2, Real.sin_add, Real.sin_add,
      c1, s1, c2, s2, Complex.exp_mul_I, ← Complex.ofReal_cos, ← Complex.ofReal_sin,
      Real.cos_neg, Real.sin_neg]
    generalize Real.cos α = c
    generalize Real.sin α = s
    push_cast
    linear_combination (-(s : ℂ) / 2) * h1 + (((√3 : ℝ) : ℂ) * c / 2) * h2 +
      (Complex.I * c / 2) * hr + (3 / 2 * (s : ℂ)) * hI
```

Inserting both sums and using i² = −1,

g(y) = (3/4)η exp(2iα) − (3/2)ty exp(−iα)
= exp(−iα) [(3/4)η exp(3iα) − (3/2)ty].

```lean
/-- Up to the phase `exp(-iα)`, the linearized amplitude is
`(3/4) η exp(3iα) - (3/2) t y`. -/
theorem linAmplitude_eq (t η α y : ℝ) :
    linAmplitude t η α y = Complex.exp (((-α : ℝ) : ℂ) * Complex.I) *
      (3 / 4 * η * Complex.exp (((3 * α : ℝ) : ℂ) * Complex.I) - 3 / 2 * t * y) := by
  obtain ⟨hc, hs⟩ := bond_sums α
  have split : linAmplitude t η α y =
      η * (∑ j : Fin 3, valleyPhase ^ (j : ℕ) * (Real.cos (bondAngle α j) : ℂ) ^ 2) +
      Complex.I * t * y *
        (∑ j : Fin 3, valleyPhase ^ (j : ℕ) * (Real.sin (bondAngle α j) : ℂ)) := by
    unfold linAmplitude
    rw [Finset.mul_sum, Finset.mul_sum, ← Finset.sum_add_distrib]
    exact Finset.sum_congr rfl fun j _ => by ring
  have he : Complex.exp (((-α : ℝ) : ℂ) * Complex.I) *
      Complex.exp (((3 * α : ℝ) : ℂ) * Complex.I) =
      Complex.exp ((α : ℂ) * Complex.I) ^ 2 := by
    rw [← Complex.exp_add, sq, ← Complex.exp_add]
    congr 1
    push_cast
    ring
  rw [split, hc, hs]
  linear_combination (-(3 / 4 * (η : ℂ))) * he +
    (3 / 2 * t * y * Complex.exp (((-α : ℝ) : ℂ) * Complex.I)) * Complex.I_sq
```

The prefactor has modulus one. Splitting the bracket into real and imaginary parts gives

|g(y)|² = [(3/4)η cos 3α − (3/2)ty]² + [(3/4)η sin 3α]².

```lean
/-- The squared modulus is a sum of two squares, and only the first contains the axial wavenumber.
-/
theorem norm_sq_linAmplitude (t η α y : ℝ) :
    ‖linAmplitude t η α y‖ ^ 2 =
      (3 / 4 * η * Real.cos (3 * α) - 3 / 2 * t * y) ^ 2 +
      (3 / 4 * η * Real.sin (3 * α)) ^ 2 := by
  have h : (3 / 4 * η * Complex.exp (((3 * α : ℝ) : ℂ) * Complex.I) - 3 / 2 * t * y : ℂ) =
      ((3 / 4 * η * Real.cos (3 * α) - 3 / 2 * t * y : ℝ) : ℂ) +
      ((3 / 4 * η * Real.sin (3 * α) : ℝ) : ℂ) * Complex.I := by
    rw [Complex.exp_mul_I]
    push_cast
    ring
  rw [linAmplitude_eq, norm_mul, Complex.norm_exp_ofReal_mul_I, one_mul, h,
    Complex.sq_norm, Complex.normSq_add_mul_I]
```

## The minimum and its position

Only the first square depends on y. It vanishes exactly when

y = η cos 3α/(2t).

Lean compares squares of nonnegative numbers, cancels the sine term, and solves the remaining linear equation.

```lean
/-- For nonzero hopping `t`, the modulus equals `(3/4)|η sin 3α|` at exactly one axial
wavenumber, `y = η cos 3α / (2t)`. -/
theorem norm_eq_min_iff {t : ℝ} (ht : t ≠ 0) (η α y : ℝ) :
    ‖linAmplitude t η α y‖ = 3 / 4 * |η * Real.sin (3 * α)| ↔
      y = η * Real.cos (3 * α) / (2 * t) := by
  rw [← sq_eq_sq₀ (norm_nonneg _) (by positivity), norm_sq_linAmplitude,
    mul_pow (3 / 4 : ℝ) |η * Real.sin (3 * α)|, sq_abs,
    eq_div_iff (mul_ne_zero two_ne_zero ht)]
  constructor
  · intro h
    have h0 : (3 / 4 * η * Real.cos (3 * α) - 3 / 2 * t * y) ^ 2 = 0 := by
      linear_combination h
    have h1 := (pow_eq_zero_iff two_ne_zero).mp h0
    linear_combination (-4 / 3) * h1
  · intro h
    linear_combination (9 / 16 * (y * (2 * t) - η * Real.cos (3 * α))) * h
```

Dropping the first square gives the lower bound, and the wavenumber just found attains it. `IsLeast` states these two facts for the set of all values `‖linAmplitude t η α y‖`.

The sign of t does not affect the minimum value, but t = 0 must be excluded: with t = 0, η = 1 and α = 0, the modulus is 3/4 at every y, whereas the formula would give 0.

```lean
/-- For nonzero hopping `t`, the least modulus of the linearized amplitude over all real axial
wavenumbers is `(3/4)|η sin 3α|`. -/
theorem isLeast_norm_linAmplitude {t : ℝ} (ht : t ≠ 0) (η α : ℝ) :
    IsLeast (Set.range fun y : ℝ => ‖linAmplitude t η α y‖)
      (3 / 4 * |η * Real.sin (3 * α)|) := by
  refine ⟨⟨_, (norm_eq_min_iff ht η α _).mpr rfl⟩, ?_⟩
  rintro _ ⟨y, rfl⟩
  -- drop the square that depends on the wavenumber
  refine (sq_le_sq₀ (by positivity) (norm_nonneg _)).mp ?_
  rw [norm_sq_linAmplitude, mul_pow, sq_abs]
  linarith [sq_nonneg (3 / 4 * η * Real.cos (3 * α) - 3 / 2 * t * y)]
```

If η ≠ 0, a zero of g requires sin 3α = 0, that is, α = nπ/3 with n an integer. Conversely, at these angles the minimum is zero and is attained. They all describe armchair tubes: an even n only relabels the bonds, while an odd n also reverses them, which exchanges the two sublattices.

```lean
/-- For nonzero `t` and `η`, the linearized amplitude vanishes somewhere on the axial line
exactly when the bond angle `α` is an integer multiple of 60 degrees. -/
theorem exists_zero_iff {t η : ℝ} (ht : t ≠ 0) (hη : η ≠ 0) (α : ℝ) :
    (∃ y : ℝ, linAmplitude t η α y = 0) ↔ ∃ n : ℤ, α = n * π / 3 := by
  constructor
  · rintro ⟨y, hy⟩
    have h := (isLeast_norm_linAmplitude ht η α).2 ⟨y, rfl⟩
    simp only [hy, norm_zero] at h
    have h0 : |η * Real.sin (3 * α)| = 0 :=
      le_antisymm (by linarith) (abs_nonneg _)
    have hsin := (mul_eq_zero.mp (abs_eq_zero.mp h0)).resolve_left hη
    obtain ⟨n, hn⟩ := Real.sin_eq_zero_iff.mp hsin
    exact ⟨n, by linarith⟩
  · rintro ⟨n, hn⟩
    have hsin : Real.sin (3 * α) = 0 :=
      Real.sin_eq_zero_iff.mpr ⟨n, by rw [hn]; ring⟩
    refine ⟨η * Real.cos (3 * α) / (2 * t), norm_eq_zero.mp ?_⟩
    rw [(norm_eq_min_iff ht η α _).mpr rfl, hsin, mul_zero, abs_zero, mul_zero]
```

At α = 0 the sine vanishes. At the zigzag angle α = π/2 it is sin(3π/2) = −1, so the minimum is (3/4)|η|. This applies to the zigzag tubes that would be metallic without curvature; the others already have a gap without it.

```lean
/-- For nonzero hopping `t`, the least modulus is zero for the armchair tube (`α = 0`) and
`(3/4)|η|` for the zigzag tube (`α = π/2`). -/
theorem armchair_and_zigzag {t : ℝ} (ht : t ≠ 0) (η : ℝ) :
    IsLeast (Set.range fun y : ℝ => ‖linAmplitude t η 0 y‖) 0 ∧
    IsLeast (Set.range fun y : ℝ => ‖linAmplitude t η (π / 2) y‖) (3 / 4 * |η|) := by
  constructor
  · have h := isLeast_norm_linAmplitude ht η 0
    rwa [mul_zero, Real.sin_zero, mul_zero, abs_zero, mul_zero] at h
  · have h := isLeast_norm_linAmplitude ht η (π / 2)
    rwa [show 3 * (π / 2) = π / 2 + π by ring, Real.sin_add_pi, Real.sin_pi_div_two,
      mul_neg, mul_one, abs_neg] at h

end

end NanotubeCurvatureGap
```

The step left to physical judgement is from g to the gap of a real tube: the derivative fixes the first-order term, but gives no bound on the higher-order corrections, and the hopping rule is itself a postulate.

```lean
#print axioms NanotubeCurvatureGap.hasDerivAt_blochAmplitude
#print axioms NanotubeCurvatureGap.exists_zero_iff
#print axioms NanotubeCurvatureGap.armchair_and_zigzag
```

```
'NanotubeCurvatureGap.hasDerivAt_blochAmplitude' depends on axioms: [propext, Classical.choice, Quot.sound]
'NanotubeCurvatureGap.exists_zero_iff' depends on axioms: [propext, Classical.choice, Quot.sound]
'NanotubeCurvatureGap.armchair_and_zigzag' depends on axioms: [propext, Classical.choice, Quot.sound]
```
